# Twelve pentagons in every trivalent pentagon–hexagon cage that obeys Euler's relation

A cage molecule such as a fullerene is described here by three kinds of count: \(V\) atoms, \(E\) bonds and \(f_k\) rings with \(k\) members. A bond is a link between neighbouring atoms, counted once even if it is double. The rings are the faces of the closed surface that the molecule forms. The problem is to find what these counts must satisfy when every atom has three neighbours.

## Counting rings and their sides

```lean
import Mathlib

open Finset

namespace CageEulerRelation

noncomputable section

/-- The total number of rings (faces) of a cage with `f k` rings of size `k`. -/
def faces (f : ℕ →₀ ℕ) : ℕ := f.sum fun _ n => n
```

The type `ℕ →₀ ℕ` contains the functions from natural numbers to natural numbers that are nonzero at only finitely many places. Such an `f` gives \(f_k\) as `f k`, and `f.sum` adds over the sizes that occur; in `fun _ n => n`, the letter `n` stands for \(f_k\), and the underscore for the size \(k\), which is not used here. So `faces f` is \(F=\sum_k f_k\).

```lean
/-- The total number of ring sides, each ring of size `k` contributing `k`. -/
def sides (f : ℕ →₀ ℕ) : ℕ := f.sum fun k n => k * n
```

This is \(S=\sum_k k f_k\), the number of ring sides. A bond shared by two rings is counted twice.

```lean
/-- The hexagon defect: each ring of size `k` contributes `6 - k`, counted with sign. -/
def defect (f : ℕ →₀ ℕ) : ℤ := f.sum fun k n => (6 - (k : ℤ)) * (n : ℤ)
```

The hexagon defect is \(D=\sum_k (6-k)f_k\). Hexagons contribute nothing, and a pentagon and a heptagon cancel, so the total can vanish even if not all rings are hexagons. It has nothing to do with vacancies or impurities. Its values are integers (`ℤ`), because rings larger than hexagons contribute negatively.

```lean
/-- The Euler characteristic: atoms minus bonds plus rings. -/
def eulerChar (V E : ℕ) (f : ℕ →₀ ℕ) : ℤ := (V : ℤ) - E + faces f
```

This is \(\chi=V-E+F\), also an integer, since subtraction of natural numbers in Lean stops at zero.

## From ring sides to the number 12

```lean
/-- The hexagon defect is six times the number of rings minus the number of ring sides. -/
theorem defect_eq_faces_sub_sides (f : ℕ →₀ ℕ) :
    defect f = 6 * (faces f : ℤ) - sides f := by
  simp only [defect, faces, sides, Finsupp.sum]
  push_cast
  rw [Finset.mul_sum, ← Finset.sum_sub_distrib]
  apply Finset.sum_congr rfl
  intro k _
  ring
```

A theorem lists its hypotheses before the colon and its conclusion after it; the proof follows `:=`. Here the conclusion is

\[
D=\sum_k (6-k)f_k = 6\sum_k f_k-\sum_k k f_k = 6F-S .
\]

The proof writes all three quantities as finite sums, combines the right-hand side into one sum and compares term by term. The tactic `ring` checks \((6-k)f_k=6f_k-kf_k\).

```lean
/-- If every atom has three bonds and every bond borders two ring sides, the hexagon defect
is six times the Euler characteristic. -/
theorem defect_eq_six_mul_eulerChar {V E : ℕ} {f : ℕ →₀ ℕ}
    (hV : 3 * V = 2 * E) (hF : sides f = 2 * E) :
    defect f = 6 * eulerChar V E f := by
  rw [defect_eq_faces_sub_sides, eulerChar]
  omega
```

Hypothesis `hV` says \(3V=2E\): each atom has three bonds and each bond has two ends. Hypothesis `hF` says \(S=2E\): each bond borders two ring sides, as on a surface without an edge. Then

\[
6\chi = 6V-6E+6F = 4E-6E+6F = 6F-2E = 6F-S = D .
\]

After the previous theorem is substituted, `omega`, which proves statements of linear integer arithmetic, does this step.

```lean
/-- In a cage whose atoms all have three bonds, whose bonds each border two ring sides, and
whose Euler characteristic is 2, the sum of `6 - k` over all rings is 12. -/
theorem defect_eq_twelve {V E : ℕ} {f : ℕ →₀ ℕ}
    (hV : 3 * V = 2 * E) (hF : sides f = 2 * E) (hχ : eulerChar V E f = 2) :
    f.sum (fun k n => (6 - (k : ℤ)) * (n : ℤ)) = 12 := by
  have h := defect_eq_six_mul_eulerChar hV hF
  rw [hχ] at h
  exact h
```

The new hypothesis `hχ` is Euler's relation \(V-E+F=2\), which expresses that the surface is sphere-like. It is assumed, as are the two incidence counts. For an actual molecule all three equations hold if every atom has three neighbours and the bonds form a connected net drawn on a sphere without crossings, with the regions of the sphere as rings; the theorems start from the equations. With \(\chi=2\), the preceding identity gives

\[
\sum_k (6-k)f_k = 12 .
\]

## Small rings and mixed cages

```lean
/-- A trivalent cage of Euler characteristic 2, with two ring sides at each bond, has a ring
with fewer than six members. -/
theorem exists_small_ring {V E : ℕ} {f : ℕ →₀ ℕ}
    (hV : 3 * V = 2 * E) (hF : sides f = 2 * E) (hχ : eulerChar V E f = 2) :
    ∃ k < 6, f k ≠ 0 := by
  by_contra hn
  have h12 := defect_eq_twelve hV hF hχ
  -- without small rings no term of the defect is positive
  have hle : f.sum (fun k n => (6 - (k : ℤ)) * (n : ℤ)) ≤ 0 := by
    apply Finset.sum_nonpos
    intro k hk
    have hk6 : 6 ≤ k := by
      by_contra hlt
      exact hn ⟨k, by omega, Finsupp.mem_support_iff.mp hk⟩
    exact mul_nonpos_iff.mpr (Or.inr ⟨by omega, by positivity⟩)
  omega
```

Suppose that every ring had at least six members. Each term \((6-k)f_k\) would then be zero or negative, and so would the sum, which contradicts the value 12. The proof follows this argument, with `Finset.sum_nonpos` bounding the sum. The statement concerns counts alone, so sizes below three, which are not chemical rings, are also allowed.

```lean
/-- If all rings have four to seven members, the numbers of rings and of ring sides are the
corresponding four-term sums. -/
theorem ring_counts {f : ℕ →₀ ℕ} (hs : f.support ⊆ {4, 5, 6, 7}) :
    faces f = f 4 + f 5 + f 6 + f 7 ∧
      sides f = 4 * f 4 + 5 * f 5 + 6 * f 6 + 7 * f 7 := by
  constructor
  · unfold faces
    rw [Finsupp.sum_of_support_subset f hs]
    · rw [Finset.sum_insert (by decide), Finset.sum_insert (by decide),
        Finset.sum_insert (by decide), Finset.sum_singleton]
      ring
    · simp
  · unfold sides
    rw [Finsupp.sum_of_support_subset f hs]
    · rw [Finset.sum_insert (by decide), Finset.sum_insert (by decide),
        Finset.sum_insert (by decide), Finset.sum_singleton]
      ring
    · simp
```

The support of `f` is the set of sizes that occur. If it lies within \(\{4,5,6,7\}\), then

\[
F=f_4+f_5+f_6+f_7,\qquad S=4f_4+5f_5+6f_6+7f_7 .
\]

Not all four sizes need to be present. The proof extends the sum to the whole set and writes out its terms.

```lean
/-- In a trivalent cage of Euler characteristic 2, with two ring sides at each bond and only
four- to seven-membered rings, squares count twice and pentagons once against 12 plus the
number of heptagons; the number of atoms follows from the ring counts. -/
theorem four_to_seven_cage {V E : ℕ} {f : ℕ →₀ ℕ}
    (hV : 3 * V = 2 * E) (hF : sides f = 2 * E) (hχ : eulerChar V E f = 2)
    (hs : f.support ⊆ {4, 5, 6, 7}) :
    2 * f 4 + f 5 = 12 + f 7 ∧ V + 2 * f 4 = 20 + 2 * f 6 + 4 * f 7 := by
  obtain ⟨h1, h2⟩ := ring_counts hs
  have hd : defect f = 12 := defect_eq_twelve hV hF hχ
  rw [defect_eq_faces_sub_sides] at hd
  omega
```

For these sizes, \(D=12\) reads \(2f_4+f_5-f_7=12\). Since \(3V=2E=S\), inserting \(f_5=12+f_7-2f_4\) gives

\[
3V=4f_4+5(12+f_7-2f_4)+6f_6+7f_7=60-6f_4+6f_6+12f_7,
\]

hence \(V=20-2f_4+2f_6+4f_7\). Lean moves the negative terms to the other side, so that both equations hold between natural numbers. Each heptagon raises the required value of \(2f_4+f_5\) by one. One more pentagon supplies this, and so does a square in place of a pentagon.

## Fullerenes and square–hexagon cages

```lean
/-- A trivalent cage of Euler characteristic 2, with two ring sides at each bond and only
pentagons and hexagons, has 12 pentagons, `20 + 2 f₆` atoms and `30 + 3 f₆` bonds. -/
theorem fullerene_counts {V E : ℕ} {f : ℕ →₀ ℕ}
    (hV : 3 * V = 2 * E) (hF : sides f = 2 * E) (hχ : eulerChar V E f = 2)
    (hs : f.support ⊆ {5, 6}) :
    f 5 = 12 ∧ V = 20 + 2 * f 6 ∧ E = 30 + 3 * f 6 := by
  have h4 : f 4 = 0 := Finsupp.notMem_support_iff.mp fun h => absurd (hs h) (by decide)
  have h7 : f 7 = 0 := Finsupp.notMem_support_iff.mp fun h => absurd (hs h) (by decide)
  have h := four_to_seven_cage hV hF hχ (hs.trans (by decide))
  omega
```

With only pentagons and hexagons, \(f_4=f_7=0\). The previous result gives

\[
f_5=12,\qquad V=20+2f_6,\qquad E=\tfrac32V=30+3f_6 .
\]

The lines `h4` and `h7` extract the two zeros from the support condition, and `omega` solves the rest.

The smallest case is \(f_6=0\), with 20 atoms, 30 bonds and 12 pentagons: the dodecahedron. The formula restricts the counts without guaranteeing a cage for each of them. For \(f_6=1\) it gives 22 atoms, and it is known from separate arguments that no such polyhedral cage exists.

In a Hückel model of a neutral carbon cage, with one \(\pi\) orbital and one \(\pi\) electron per atom and no explicit electron repulsion, \(V\) is both the dimension of the one-electron Hamiltonian matrix, with spin left aside, and the number of \(\pi\) electrons. By \(V=20+2f_6\) this number is even.

```lean
/-- A trivalent cage of Euler characteristic 2, with two ring sides at each bond and only
squares and hexagons, has 6 squares and `8 + 2 f₆` atoms. -/
theorem square_hexagon_counts {V E : ℕ} {f : ℕ →₀ ℕ}
    (hV : 3 * V = 2 * E) (hF : sides f = 2 * E) (hχ : eulerChar V E f = 2)
    (hs : f.support ⊆ {4, 6}) :
    f 4 = 6 ∧ V = 8 + 2 * f 6 := by
  have h5 : f 5 = 0 := Finsupp.notMem_support_iff.mp fun h => absurd (hs h) (by decide)
  have h7 : f 7 = 0 := Finsupp.notMem_support_iff.mp fun h => absurd (hs h) (by decide)
  have h := four_to_seven_cage hV hF hχ (hs.trans (by decide))
  omega
```

Here "square" means any four-membered ring, whatever its angles. With \(f_5=f_7=0\), the relation \(2f_4=12\) gives \(f_4=6\), and then \(V=20-12+2f_6=8+2f_6\). At \(f_6=0\) these are the counts of a cube.

## Isolated pentagons

```lean
/-- If the pentagons of a trivalent pentagon-hexagon cage of Euler characteristic 2, with two
ring sides at each bond, are five-atom sets `P i` no two of which share an atom, the cage has
at least 60 atoms and at least 20 hexagons. -/
theorem isolated_pentagon_bound {V E : ℕ} {f : ℕ →₀ ℕ}
    (hV : 3 * V = 2 * E) (hF : sides f = 2 * E) (hχ : eulerChar V E f = 2)
    (hs : f.support ⊆ {5, 6}) (P : Fin (f 5) → Finset (Fin V))
    (hc : ∀ i, (P i).card = 5) (hd : ∀ i j, i ≠ j → Disjoint (P i) (P j)) :
    60 ≤ V ∧ 20 ≤ f 6 := by
  -- disjoint pentagons occupy five atoms each
  have hcard : (Finset.univ.biUnion P).card = f 5 * 5 :=
    (Finset.card_biUnion (by
      intro i _ j _ hij
      exact hd i j hij)).trans (by simp [hc])
  have hle := Finset.card_le_univ (Finset.univ.biUnion P)
  rw [hcard, Fintype.card_fin] at hle
  have h := fullerene_counts hV hF hχ hs
  omega
```

The atoms are labelled by `Fin V`, a set of \(V\) labels, and `P i` is the set of atoms in pentagon \(i\). Hypothesis `hc` gives each set five atoms, and `hd` says that different pentagons share none. Together they occupy \(5f_5=60\) atoms, so \(V\ge 60\). From \(V=20+2f_6\) it follows that \(f_6\ge 20\).

In Lean, `biUnion` is the union of the pentagons: its size is \(5f_5\) by disjointness, and at most \(V\) because it is a set of atoms. The argument uses only the sizes and disjointness of the sets, not the bonds within them.

```lean
/-- The ring counts of buckminsterfullerene: 12 pentagons and 20 hexagons. -/
def buckyball : ℕ →₀ ℕ := Finsupp.single 5 12 + Finsupp.single 6 20
```

`Finsupp.single 5 12` is the count with twelve pentagons and nothing else; adding the second term supplies twenty hexagons.

```lean
/-- With 60 atoms and 90 bonds, the ring counts of buckminsterfullerene satisfy both incidence
counts and Euler's relation, and involve only pentagons and hexagons. -/
theorem buckyball_witness :
    3 * 60 = 2 * 90 ∧ sides buckyball = 2 * 90 ∧ eulerChar 60 90 buckyball = 2 ∧
      buckyball.support ⊆ {5, 6} := by
  have hs : buckyball.support ⊆ {5, 6} := by
    unfold buckyball
    exact Finsupp.support_add.trans (Finset.union_subset
      (Finsupp.support_single_subset.trans (by decide))
      (Finsupp.support_single_subset.trans (by decide)))
  obtain ⟨h1, h2⟩ := ring_counts (hs.trans (by decide))
  have h4 : buckyball 4 = 0 := by simp [buckyball]
  have h5 : buckyball 5 = 12 := by simp [buckyball]
  have h6 : buckyball 6 = 20 := by simp [buckyball]
  have h7 : buckyball 7 = 0 := by simp [buckyball]
  refine ⟨by norm_num, by omega, ?_, hs⟩
  unfold eulerChar
  omega

end

end CageEulerRelation
```

For buckminsterfullerene,

\[
3\cdot60=2\cdot90,\quad 5\cdot12+6\cdot20=180,\quad 60-90+32=2 .
\]

The proof evaluates `buckyball` at sizes four to seven and uses `ring_counts` for the totals. The theorem checks these equations; it does not construct the molecular graph. The 60 atoms and 20 hexagons equal the two lower bounds for isolated pentagons.

```lean
#print axioms CageEulerRelation.exists_small_ring
#print axioms CageEulerRelation.square_hexagon_counts
#print axioms CageEulerRelation.isolated_pentagon_bound
```

```
'CageEulerRelation.exists_small_ring' depends on axioms: [propext, Classical.choice, Quot.sound]
'CageEulerRelation.square_hexagon_counts' depends on axioms: [propext, Classical.choice, Quot.sound]
'CageEulerRelation.isolated_pentagon_bound' depends on axioms: [propext, Classical.choice, Quot.sound]
```
